# The mass-velocity integral of a hydrogenic 1s electron lies mostly within r = 1/Z

For a nonrelativistic 1s electron bound to a point nucleus of charge $Z>0$, the region beyond $r=1/Z$ holds more than 67 percent of the charge but less than 3 percent of the mass-velocity integral. In atomic units, with radial density $D(r)=4Z^3r^2e^{-2Zr}$, that integral and its tail beyond $r=T/Z$, for $T\ge 0$, are

$$\int_0^\infty\Big(\frac Zr-\frac{Z^2}{2}\Big)^2D(r)\,dr=\frac{5Z^4}{4},$$

$$\int_{T/Z}^\infty\Big(\frac Zr-\frac{Z^2}{2}\Big)^2D(r)\,dr=Z^4e^{-2T}\Big[\frac{(T-2)^2}{2}+\frac{T-2}{2}+\frac14\Big].$$

Beyond every radius $T/Z$ with $T>0$, the fraction of the mass-velocity integral is smaller than the fraction of the charge.

The mass-velocity operator $-p^4/(8c^2)$, with $c$ the speed of light, is the leading relativistic correction to the kinetic energy. In this one-electron, first-order model it shifts the 1s energy by $-\frac{1}{2c^2}\cdot\frac{5Z^4}{4}$, and, counted by the integrand above, nearly all of the shift comes from close to the nucleus. The Darwin term, which is of the same order in $1/c$, is left out here; for the 1s level it has the opposite sign and cancels four fifths of this shift. Both terms belong to the direct relativistic effect, the change in an electron's own motion. The indirect effect, which acts through altered screening by other electrons, is absent from a one-electron model.

## From the radial equation to two polynomials

The reduced radial function, before normalisation, is $u(r)=re^{-Zr}$; the normalised one is $2Z^{3/2}u$, whose square is $D$. Differentiating twice gives

$$u'=(1-Zr)e^{-Zr},\qquad u''=(Z^2r-2Z)e^{-Zr},$$

and therefore, for $r\neq0$,

$$-\tfrac12u''=\Big(Z-\frac{Z^2r}{2}\Big)e^{-Zr}=\Big(\frac Zr-\frac{Z^2}{2}\Big)u.$$

The factor on the right is $E-V$, with $E=-Z^2/2$ and $V=-Z/r$. Since $p^2/2$ acts on the 1s function as multiplication by $E-V$, moving one factor $p^2$ to each side of the matrix element gives $\langle p^4\rangle=4\langle(E-V)^2\rangle$. This is where the squared weight comes from.

Now set $t=Zr$, so that $dr=dt/Z$. The factor $r^2$ in the density cancels the Coulomb singularity:

$$\Big(\frac Zr-\frac{Z^2}{2}\Big)^2D\,dr=4Z^3\Big(Z-\frac{Z^2r}{2}\Big)^2e^{-2Zr}\,dr=Z^4(t-2)^2e^{-2t}\,dt.$$

Likewise $D\,dr=4t^2e^{-2t}\,dt$. Both integrands have the form $q(t)e^{-2t}$ with $q$ a quadratic. For such a $q$ the third derivative vanishes, so

$$\frac{d}{dt}\Big[-\Big(\frac q2+\frac{q'}4+\frac{q''}8\Big)e^{-2t}\Big]=q\,e^{-2t}.$$

The bracket tends to zero at infinity, which leaves

$$\int_T^\infty q\,e^{-2t}\,dt=e^{-2T}\Big(\frac{q(T)}2+\frac{q'(T)}4+\frac{q''(T)}8\Big).$$

With $q=4t^2$, the charge beyond $T/Z$ is $e^{-2T}(1+2T+2T^2)$. With $q=Z^4(t-2)^2$, the result is the mass-velocity tail stated above. At $T=0$ the two expressions are $1$ and $Z^4(2-1+\frac14)=5Z^4/4$.

At $T=1$ the charge is $5e^{-2}\approx0.677$. The mass-velocity tail is $Z^4e^{-2}/4$, a fraction $e^{-2}/5\approx0.027$ of the total.

For general $T$, the mass-velocity fraction is $e^{-2T}(1-\frac65T+\frac25T^2)$. The charge fraction exceeds it by $e^{-2T}(\frac{16}5T+\frac85T^2)$, which is positive for $T>0$.

## The classically forbidden region for Z = 2

The local kinetic energy changes sign at $r=2/Z$, that is, at $T=2$. For the one-electron ion He⁺, with $Z=2$, this radius is $r=1$. The mass-velocity integral is $5\cdot16/4=20$, and its part beyond $r=1$ is $16\,e^{-4}/4=4e^{-4}\approx0.073$, or about 0.4 percent. The charge beyond the same radius is $13e^{-4}\approx0.238$. Almost a quarter of the charge lies in the classically forbidden region, which contributes very little to the mass-velocity integral.

## The innermost points of a radial grid

An atomic program that evaluates this correction by perturbation theory can sum $(E-V)^2$ times the radial density over a grid. Near the nucleus the density vanishes as $r^2$, but the mass-velocity integrand tends to $4Z^5$. A sum that leaves out the interval from $0$ to a small radius $r_0$ therefore misses a fraction of about $\frac{16}{5}Zr_0$ of the mass-velocity integral, but only about $\frac43(Zr_0)^3$ of the charge. For $Zr_0=10^{-3}$ these are about $3\times10^{-3}$ and $10^{-9}$, so a good normalisation integral does not show that the correction has converged.

## Density and local kinetic energy in Lean

```lean
import Mathlib

open MeasureTheory Set Filter Topology

namespace HydrogenicMassVelocity

noncomputable section
```

The reduced radial function is left unnormalised, as above.

```lean
/-- The reduced radial function of the hydrogenic 1s orbital, without normalisation. -/
def reduced1s (Z r : ℝ) : ℝ := r * Real.exp (-(Z * r))
```

The density carries the normalisation $4Z^3$ and already contains the factor $r^2$, so charge is its plain integral over $r$.

```lean
/-- The radial density of the hydrogenic 1s orbital with nuclear charge `Z`, in atomic units. -/
def radialDensity (Z r : ℝ) : ℝ := 4 * Z ^ 3 * r ^ 2 * Real.exp (-(2 * Z * r))
```

The next definition puts in the point-nucleus potential and the 1s energy directly.

```lean
/-- The local kinetic energy `E - V` of the 1s level, with `E = -Z²/2` and `V = -Z/r`,
for `r ≠ 0`. -/
def localKinetic (Z r : ℝ) : ℝ := Z / r - Z ^ 2 / 2
```

The constant $-1/(2c^2)$ is omitted from the integrand and has no influence on the fractions.

```lean
/-- The mass-velocity integrand without its constant prefactor: the squared local kinetic
energy times the radial density, for `r ≠ 0`. -/
def massVelocity (Z r : ℝ) : ℝ := localKinetic Z r ^ 2 * radialDensity Z r
```

Two theorems tie these definitions to the orbital. The first says that $D=4Z^3u^2$; its proof splits $e^{-2Zr}$ into a product of two equal exponentials.

```lean
/-- The radial density is `4Z³` times the square of the reduced radial function. -/
theorem radialDensity_eq (Z r : ℝ) : radialDensity Z r = 4 * Z ^ 3 * reduced1s Z r ^ 2 := by
  have h : Real.exp (-(2 * Z * r)) = Real.exp (-(Z * r)) * Real.exp (-(Z * r)) := by
    rw [← Real.exp_add]
    congr 1
    ring
  unfold radialDensity reduced1s
  rw [h]
  ring
```

The second is the radial equation $-u''/2=(E-V)u$ at any $r\neq0$. In the proof, `he` differentiates the exponential, `h1` gives $u'$ as a function, and one more product rule gives $u''$. The assumption `hr` is used once, to replace $(Z/r)\,r$ by $Z$.

```lean
/-- Away from the nucleus, the radial kinetic energy operator acts on the 1s function as
multiplication by the local kinetic energy. -/
theorem kinetic_reduced1s (Z : ℝ) {r : ℝ} (hr : r ≠ 0) :
    -deriv (deriv (reduced1s Z)) r / 2 = localKinetic Z r * reduced1s Z r := by
  have he : ∀ s : ℝ, HasDerivAt (fun s : ℝ => Real.exp (-(Z * s)))
      (Real.exp (-(Z * s)) * (-Z)) s := by
    intro s
    have h : HasDerivAt (fun s : ℝ => -(Z * s)) (-Z) s := by
      simpa using ((hasDerivAt_id' s).const_mul Z).fun_neg
    exact h.exp
  have h1 : deriv (reduced1s Z) = fun s => (1 - Z * s) * Real.exp (-(Z * s)) := by
    funext s
    have h : HasDerivAt (reduced1s Z) ((1 - Z * s) * Real.exp (-(Z * s))) s :=
      ((hasDerivAt_id' s).fun_mul (he s)).congr_deriv (by ring)
    exact h.deriv
  have hl : HasDerivAt (fun s : ℝ => 1 - Z * s) (-Z) r := by
    simpa using ((hasDerivAt_id' r).const_mul Z).const_sub 1
  have hc : Z / r * r = Z := div_mul_cancel₀ Z hr
  rw [h1, (hl.fun_mul (he r)).deriv]
  unfold localKinetic reduced1s
  linear_combination (-Real.exp (-(Z * r))) * hc
```

This confirms that the energy and potential in `localKinetic` belong to the function in `reduced1s`. The operator identity for $\langle p^4\rangle$ is the physical reason for the weight and is not formalised; the theorems below concern the integral of `massVelocity` as defined.

## One tail integral for both quantities

The lemma below is the formula for $\int_T^\infty q\,e^{-2t}\,dt$, written in the variable $r$. The polynomial is $q(t)=a+bt+ct^2$, where $c$ is now a coefficient and not the speed of light. The leading factor `Z` is the Jacobian $dt=Z\,dr$, and `Ioi (T / Z)` is the range $r>T/Z$. Since $q''=2c$, the term $q''/8$ appears as `c / 4`.

The proof follows the calculation by hand. The step `hd` checks the derivative of the primitive, and `hlim` shows that the primitive vanishes at infinity, using the decay of $x^ne^{-x}$ for $n=0,1,2$. The hypothesis `hp`, that $q$ is nowhere negative, lets Mathlib deduce integrability from the existence of that limit. The fundamental theorem of calculus on a half-line then gives the value.

```lean
/-- The tail integral of a non-negative quadratic in `Zr` times `exp(-2Zr)`, together with
its convergence. -/
theorem quadratic_tail {Z : ℝ} (hZ : 0 < Z) (a b c T : ℝ)
    (hp : ∀ t : ℝ, 0 ≤ a + b * t + c * t ^ 2) :
    IntegrableOn (fun r : ℝ => Z * (a + b * (Z * r) + c * (Z * r) ^ 2) *
      Real.exp (-(2 * Z * r))) (Ioi (T / Z)) ∧
    ∫ r in Ioi (T / Z), Z * (a + b * (Z * r) + c * (Z * r) ^ 2) * Real.exp (-(2 * Z * r))
      = Real.exp (-(2 * T)) *
        ((a + b * T + c * T ^ 2) / 2 + (b + 2 * c * T) / 4 + c / 4) := by
  -- an explicit primitive
  have hd : ∀ r ∈ Ici (T / Z), HasDerivAt
      (fun r : ℝ => -(((a + b * (Z * r) + c * (Z * r) ^ 2) / 2 +
        (b + 2 * c * (Z * r)) / 4 + c / 4) * Real.exp (-(2 * Z * r))))
      (Z * (a + b * (Z * r) + c * (Z * r) ^ 2) * Real.exp (-(2 * Z * r))) r := by
    intro r _
    have ht : HasDerivAt (fun r : ℝ => Z * r) Z r := by
      simpa using (hasDerivAt_id' r).const_mul Z
    have hsq : HasDerivAt (fun r : ℝ => (Z * r) ^ 2) (2 * (Z * r) * Z) r := by
      simpa using ht.fun_pow 2
    have hl : HasDerivAt (fun r : ℝ => -(2 * Z * r)) (-(2 * Z)) r := by
      simpa using ((hasDerivAt_id' r).const_mul (2 * Z)).fun_neg
    have hq := (((((ht.const_mul b).const_add a).fun_add (hsq.const_mul c)).div_const
      2).fun_add (((ht.const_mul (2 * c)).const_add b).div_const 4)).add_const (c / 4)
    exact (hq.fun_mul hl.exp).fun_neg.congr_deriv (by ring)
  -- the primitive vanishes at infinity
  have hs : Tendsto (fun r : ℝ => 2 * Z * r) atTop atTop :=
    tendsto_id.const_mul_atTop (by positivity)
  have h : ∀ n : ℕ, Tendsto (fun r : ℝ => (2 * Z * r) ^ n * Real.exp (-(2 * Z * r)))
      atTop (𝓝 0) := fun n => (Real.tendsto_pow_mul_exp_neg_atTop_nhds_zero n).comp hs
  have hlim : Tendsto (fun r : ℝ => -(((a + b * (Z * r) + c * (Z * r) ^ 2) / 2 +
      (b + 2 * c * (Z * r)) / 4 + c / 4) * Real.exp (-(2 * Z * r)))) atTop (𝓝 0) := by
    have h3 := ((((h 0).const_mul (a / 2 + b / 4 + c / 4)).add
      ((h 1).const_mul ((b / 2 + c / 2) / 2))).add ((h 2).const_mul (c / 8))).neg
    simp only [mul_zero, add_zero, neg_zero] at h3
    refine h3.congr (fun r => ?_)
    ring
  have hpos : ∀ r ∈ Ioi (T / Z),
      0 ≤ Z * (a + b * (Z * r) + c * (Z * r) ^ 2) * Real.exp (-(2 * Z * r)) :=
    fun r _ => mul_nonneg (mul_nonneg hZ.le (hp _)) (Real.exp_pos _).le
  refine ⟨integrableOn_Ioi_deriv_of_nonneg' hd hpos hlim, ?_⟩
  rw [integral_Ioi_of_hasDerivAt_of_nonneg' hd hpos hlim]
  have hT : Z * (T / Z) = T := mul_div_cancel₀ T hZ.ne'
  have hT2 : 2 * Z * (T / Z) = 2 * T := by rw [mul_assoc, hT]
  simp only [hT, hT2]
  ring
```

For the charge the coefficients are $a=b=0$ and $c=4$. The equality `e` identifies the two integrands on the range. The theorem evaluates the integral for any real `T`; for $T\ge0$ it is the charge beyond the radius $T/Z$.

```lean
/-- For every real `T`, `radialDensity Z` is integrable over `r > T/Z`, and its integral there is
`exp(-2T)(1 + 2T + 2T²)`. -/
theorem charge_tail {Z : ℝ} (hZ : 0 < Z) (T : ℝ) :
    IntegrableOn (radialDensity Z) (Ioi (T / Z)) ∧
    ∫ r in Ioi (T / Z), radialDensity Z r
      = Real.exp (-(2 * T)) * (1 + 2 * T + 2 * T ^ 2) := by
  have h := quadratic_tail hZ 0 0 4 T (fun t => by nlinarith [sq_nonneg t])
  have e : EqOn (fun r : ℝ => Z * (0 + 0 * (Z * r) + 4 * (Z * r) ^ 2) *
      Real.exp (-(2 * Z * r))) (radialDensity Z) (Ioi (T / Z)) := by
    intro r _
    simp only [radialDensity]
    ring
  refine ⟨h.1.congr_fun e measurableSet_Ioi, ?_⟩
  rw [← setIntegral_congr_fun measurableSet_Ioi e, h.2]
  ring
```

For the mass-velocity integral the coefficients are those of $Z^4(t-2)^2$. The assumption $T\ge0$ keeps $r$ positive throughout the range. The step `hk` then multiplies the local kinetic energy by $r$, which removes the division, and `hm` writes the integrand in terms of the square of that product. This is the cancellation of $r^2$ against the Coulomb singularity.

```lean
/-- The mass-velocity integrand is integrable beyond `r = T/Z`, and its tail integral is
`Z⁴ exp(-2T)[(T-2)²/2 + (T-2)/2 + 1/4]`. -/
theorem massVelocity_tail {Z : ℝ} (hZ : 0 < Z) {T : ℝ} (hT : 0 ≤ T) :
    IntegrableOn (massVelocity Z) (Ioi (T / Z)) ∧
    ∫ r in Ioi (T / Z), massVelocity Z r
      = Z ^ 4 * Real.exp (-(2 * T)) * ((T - 2) ^ 2 / 2 + (T - 2) / 2 + 1 / 4) := by
  have h := quadratic_tail hZ (4 * Z ^ 4) (-4 * Z ^ 4) (Z ^ 4) T (fun t => by
    have h0 : 0 ≤ Z ^ 4 * (t - 2) ^ 2 := by positivity
    nlinarith [h0])
  have e : EqOn (fun r : ℝ => Z * (4 * Z ^ 4 + -4 * Z ^ 4 * (Z * r) + Z ^ 4 * (Z * r) ^ 2) *
      Real.exp (-(2 * Z * r))) (massVelocity Z) (Ioi (T / Z)) := by
    intro r hr
    have hr0 : 0 < r := lt_of_le_of_lt (div_nonneg hT hZ.le) hr
    -- the factor r² of the density cancels the Coulomb singularity
    have hk : localKinetic Z r * r = Z - Z ^ 2 / 2 * r := by
      unfold localKinetic
      rw [sub_mul, div_mul_cancel₀ Z hr0.ne']
    have hm : massVelocity Z r
        = 4 * Z ^ 3 * Real.exp (-(2 * Z * r)) * (localKinetic Z r * r) ^ 2 := by
      unfold massVelocity radialDensity
      ring
    rw [hm, hk]
    ring
  refine ⟨h.1.congr_fun e measurableSet_Ioi, ?_⟩
  rw [← setIntegral_congr_fun measurableSet_Ioi e, h.2]
  ring
```

## Totals and fractions

Setting $T=0$ in both tails gives the totals.

```lean
/-- The total 1s charge is one, and the mass-velocity integrand integrates to `5Z⁴/4`. -/
theorem totals {Z : ℝ} (hZ : 0 < Z) :
    ∫ r in Ioi 0, radialDensity Z r = 1 ∧
    ∫ r in Ioi 0, massVelocity Z r = 5 * Z ^ 4 / 4 := by
  have h1 := (charge_tail hZ 0).2
  have h2 := (massVelocity_tail hZ le_rfl).2
  rw [zero_div, mul_zero, neg_zero, Real.exp_zero] at h1 h2
  exact ⟨h1.trans (by ring), h2.trans (by ring)⟩
```

The theorem on $r=1/Z$ states the two percentages for every $Z>0$. After the closed forms are inserted, the claims reduce to $e^{-2}<3/20$ and $5e^{-2}>67/100$. Mathlib's decimal bounds on $e$ yield $7<e^2<7.4$, and multiplying by $e^{-2}$ turns this into the bounds `h3` and `h4`, which suffice for both.

```lean
/-- Beyond `r = 1/Z` lies less than 3 percent of the mass-velocity integral, but more than
67 percent of the charge. -/
theorem beyond_one_div_Z {Z : ℝ} (hZ : 0 < Z) :
    ∫ r in Ioi (1 / Z), massVelocity Z r < 3 / 100 * ∫ r in Ioi 0, massVelocity Z r ∧
    67 / 100 * ∫ r in Ioi 0, radialDensity Z r < ∫ r in Ioi (1 / Z), radialDensity Z r := by
  rw [(totals hZ).1, (totals hZ).2, (charge_tail hZ 1).2,
    (massVelocity_tail hZ (T := 1) zero_le_one).2]
  -- bounds on exp(-2) from the decimal bounds on e
  have hx0 := Real.exp_pos (-(2 * 1))
  have hx : Real.exp (-(2 * 1)) * (Real.exp 1 * Real.exp 1) = 1 := by
    rw [← Real.exp_add, ← Real.exp_add]
    norm_num
  have hl := Real.exp_one_gt_d9
  have hu := Real.exp_one_lt_d9
  have h1 : 7 < Real.exp 1 * Real.exp 1 := by nlinarith
  have h2 : Real.exp 1 * Real.exp 1 < 7.4 := by nlinarith
  have h3 := mul_lt_mul_of_pos_left h1 hx0
  have h4 := mul_lt_mul_of_pos_left h2 hx0
  rw [hx] at h3 h4
  clear hx
  generalize Real.exp (-(2 * 1)) = x at hx0 h3 h4 ⊢
  constructor
  · have h5 : 0 < Z ^ 4 * (3 / 20 - x) := mul_pos (by positivity) (by linarith)
    nlinarith [h5]
  · linarith
```

The last theorem compares the fractions beyond an arbitrary radius $T/Z>0$. Once the inequality is multiplied by the total $5Z^4/4$, the difference between its two sides is $Z^4e^{-2T}(4T+2T^2)$, whose positivity is the step `h`. At $T=0$ both fractions equal one, so the strict inequality begins only beyond the nucleus.

```lean
/-- Beyond any radius `T/Z > 0`, the fraction of the mass-velocity integral is smaller than
the fraction of the charge. -/
theorem massVelocity_fraction_lt {Z T : ℝ} (hZ : 0 < Z) (hT : 0 < T) :
    (∫ r in Ioi (T / Z), massVelocity Z r) / (∫ r in Ioi 0, massVelocity Z r) <
    (∫ r in Ioi (T / Z), radialDensity Z r) / (∫ r in Ioi 0, radialDensity Z r) := by
  rw [(totals hZ).1, (totals hZ).2, (charge_tail hZ T).2,
    (massVelocity_tail hZ hT.le).2, div_one, div_lt_iff₀ (by positivity)]
  have h : 0 < Z ^ 4 * Real.exp (-(2 * T)) * (4 * T + 2 * T ^ 2) := by positivity
  nlinarith [h]

end

end HydrogenicMassVelocity
```

```lean
#print axioms HydrogenicMassVelocity.radialDensity_eq
#print axioms HydrogenicMassVelocity.kinetic_reduced1s
#print axioms HydrogenicMassVelocity.beyond_one_div_Z
#print axioms HydrogenicMassVelocity.massVelocity_fraction_lt
```

```
'HydrogenicMassVelocity.radialDensity_eq' depends on axioms: [propext, Classical.choice, Quot.sound]
'HydrogenicMassVelocity.kinetic_reduced1s' depends on axioms: [propext, Classical.choice, Quot.sound]
'HydrogenicMassVelocity.beyond_one_div_Z' depends on axioms: [propext, Classical.choice, Quot.sound]
'HydrogenicMassVelocity.massVelocity_fraction_lt' depends on axioms: [propext, Classical.choice, Quot.sound]
```
